# Luminescence at a simple, positive exciton mode from a plasma source alone

## A peak that is not a head count

Suppose a luminescence spectrum shows a peak at an exciton energy, and the peak is read as proof that the sample contains excitons. The reading can fail. Unbound electrons and holes can drive emission at that energy too, because the Coulomb interaction shapes the response even when the source knows nothing of bound pairs. An exciton density inferred from the peak alone may then be wrong.

A finite matrix model shows the effect for a simple exciton level whose eigenvector has positive entries, provided that the dipole elements are nonnegative and not all zero, and that electrons and holes are both present in some common pair state.

## The model and its source

Let $H$ be a real symmetric matrix in a finite basis of electron–hole pairs. It holds the pair energies and their interaction, as in a real Bethe–Salpeter matrix within the Tamm–Dancoff approximation. Let $d$ be a real vector of dipole elements and $s$ a real source vector. At complex energy $z$ the response is

$$R(z)=\langle d,(H-z)^{-1}s\rangle .$$

The luminescence signal at photon energy $\omega$ with broadening $g>0$ is taken to be $\operatorname{Im}R(\omega+ig)$. Pair energies and photon energies are measured from a common reference energy, so zero and negative values of $E$ and $\omega$ are allowed.

For the plasma, $s_k=f^e_k f^h_k$, where $f^e_k$ and $f^h_k$ are the electron and hole occupations of pair state $k$. This product stands for uncorrelated carriers that meet and recombine; no exciton population enters it. That form of the source is postulated, with constant prefactors left out. It takes the light–matter coupling to be the same for all pairs, which physically goes with a constant $d$. The theorems allow other $d$, but a coupling that varies with $k$ would also belong in $s_k$ as a further factor.

The level $E$ is simple, with unit eigenvector $\varphi$: every solution of $Hv=Ev$ is a multiple of $\varphi$. Positive entries of $\varphi$ describe an exciton amplitude without sign changes over the pair basis, as expected of a lowest, $1s$-like state.

## The limit and its sign

For every real $d$ and $s$,

$$\lim_{g\to0^+} g\,\operatorname{Im}R(E+ig)=(d\cdot\varphi)(\varphi\cdot s).$$

If $\varphi$ has positive entries, $d$ is nonzero with nonnegative entries, the occupations are nonnegative, and $f^e_kf^h_k\neq0$ for some $k$, then the limit for the plasma source is strictly positive. The unscaled signal at $E$ therefore grows like this weight divided by $g$. At an energy that is not an eigenvalue of $H$, the scaled signal tends to zero.

In numerical work with a finite, real symmetric exciton matrix, the limit gives a check on broadened spectra at a simple level $E$: the signal at $E$ times $g$ should approach the product of the two overlaps as $g$ is reduced.

## From the resolvent to Lorentzians

Now let $k$ label exciton states. Take orthonormal eigenvectors $u_k$ with energies $\varepsilon_k$, and make them the columns of $U$. Then $HU=U\operatorname{diag}(\varepsilon_k)$ and $UU^{T}=1$, so

$$(H-z)U=U\operatorname{diag}(\varepsilon_k-z),\qquad (H-z)^{-1}=U\operatorname{diag}\!\left(\frac1{\varepsilon_k-z}\right)U^{T}$$

whenever $z$ differs from every $\varepsilon_k$. Between $d$ and $s$ this becomes

$$R(z)=\sum_k\frac{a_k}{\varepsilon_k-z},\qquad a_k=(d\cdot u_k)(u_k\cdot s).$$

This is a finite-matrix Elliott formula. The hydrogenic series and the ionisation continuum of Elliott's absorption theory are not derived here. Since $d$ and $s$ may differ, $a_k$ need not be a square and may be negative.

At $z=\omega+ig$,

$$\frac1{\varepsilon_k-\omega-ig}=\frac{\varepsilon_k-\omega+ig}{(\varepsilon_k-\omega)^2+g^2},$$

and hence

$$g\,\operatorname{Im}R(\omega+ig)=\sum_k a_k\frac{g^2}{(\varepsilon_k-\omega)^2+g^2}.$$

If $\varepsilon_k=\omega$, the fraction equals $1$ for every $g>0$. Otherwise it tends to $0$. The sum is finite, so the limit is the sum of $a_k$ over the states with $\varepsilon_k=\omega$.

## Collapsing the resonant weights

Set $\omega=E$. If $\varepsilon_k=E$, simplicity gives $u_k=c_k\varphi$ with $c_k=u_k\cdot\varphi$, and so

$$a_k=(u_k\cdot\varphi)^2(d\cdot\varphi)(\varphi\cdot s).$$

If $\varepsilon_k\ne E$, the symmetry of $H$ gives

$$\varepsilon_k(u_k\cdot\varphi)=(Hu_k)\cdot\varphi=u_k\cdot(H\varphi)=E(u_k\cdot\varphi),$$

so $u_k\cdot\varphi=0$ and the same expression supplies the required zero. Summing over all $k$ and using

$$\sum_k(u_k\cdot\varphi)^2=\varphi^{T}UU^{T}\varphi=1$$

leaves $(d\cdot\varphi)(\varphi\cdot s)$.

For the sign, every term of $d\cdot\varphi=\sum_i d_i\varphi_i$ is nonnegative and at least one is positive. The same holds for $\varphi\cdot s$, so the product is positive.

## A degenerate level breaks the formula

Drop simplicity and take $H=0$ on two pair states, with $E=0$, $\varphi=(3/5,4/5)$, $d=(1,1)$ and $s=(0,1)$. The source comes from $f^e=f^h=(0,1)$, and all the other conditions hold. The product of overlaps is $(7/5)(4/5)=28/25$. But $(H-ig)^{-1}=(i/g)\,1$, so the scaled signal is $d\cdot s=1$ for every $g>0$. The second state at the same energy, $(4/5,-3/5)$, contributes the missing $-3/25$.

## The model in Lean

The finite type `n` indexes the pair basis. `response H z d s` is $R(z)$, built from the actual complex matrix inverse after the real entries of $H$, $d$ and $s$ are embedded in $\mathbb C$. `IsExcitonBasis H U ε` records the two matrix equations for $U$, and the row `Uᵀ k` of the transpose is the eigenvector $u_k$. `IsSimpleMode H E φ` combines the eigenvalue equation, normalisation and simplicity. The filter `𝓝[>] 0` expresses $g\to0^+$.

The variable `ω` is an energy, in the same units as `H`. In `plasma_luminescence`, `fe` and `fh` are the occupations; they must be nonnegative, but the upper bound $1$ is not needed. `hov` says that both carriers are present in some common pair state.

The matrix is fixed independently of the occupations, so phase-space filling and screening by the plasma are not modelled. Complex dipoles, complex or nonsymmetric matrices and infinite bases are not covered either.

```lean
import Mathlib

open Matrix Filter Topology

namespace ElliottLuminescence

noncomputable section

variable {n : Type*} [Fintype n] [DecidableEq n]

/-- The resolvent matrix element `⟨d, (H - z)⁻¹ s⟩` between a real dipole vector `d` and a
real source vector `s`. -/
def response (H : Matrix n n ℝ) (z : ℂ) (d s : n → ℝ) : ℂ :=
  (fun i => (d i : ℂ)) ⬝ᵥ
    ((Complex.ofRealHom.mapMatrix H - z • (1 : Matrix n n ℂ))⁻¹ *ᵥ fun i => (s i : ℂ))

/-- The columns of `U` are orthonormal eigenvectors of `H` with energies `ε`. -/
def IsExcitonBasis (H U : Matrix n n ℝ) (ε : n → ℝ) : Prop :=
  H * U = U * diagonal ε ∧ U * Uᵀ = 1

/-- `φ` is a unit eigenvector of `H` at energy `E`, and every eigenvector at `E` is a
multiple of it. -/
def IsSimpleMode (H : Matrix n n ℝ) (E : ℝ) (φ : n → ℝ) : Prop :=
  H *ᵥ φ = E • φ ∧ φ ⬝ᵥ φ = 1 ∧ ∀ v, H *ᵥ v = E • v → ∃ c : ℝ, v = c • φ

/-- Every real symmetric Hamiltonian has an orthonormal basis of exciton states. -/
theorem exists_excitonBasis (H : Matrix n n ℝ) (hH : H.IsSymm) :
    ∃ U ε, IsExcitonBasis H U ε := by
  have hh : H.IsHermitian := by
    rw [Matrix.IsHermitian, conjTranspose_eq_transpose_of_trivial]
    exact hH
  refine ⟨(hh.eigenvectorUnitary : Matrix n n ℝ), hh.eigenvalues, ?_, ?_⟩
  · refine Matrix.ext fun i k => ?_
    have h := congrFun (hh.mulVec_eigenvectorBasis k) i
    rw [mul_diagonal]
    exact h.trans (mul_comm _ _)
  · have h := Matrix.mem_unitaryGroup_iff.1 hh.eigenvectorUnitary.2
    rw [star_eq_conjTranspose, conjTranspose_eq_transpose_of_trivial] at h
    exact h

/-- Elliott formula: away from the exciton energies, the response is a sum over exciton
states of dipole overlap times source overlap, divided by the detuning. -/
theorem elliott_formula {H U : Matrix n n ℝ} {ε : n → ℝ} (hU : IsExcitonBasis H U ε)
    (z : ℂ) (hz : ∀ k, (ε k : ℂ) - z ≠ 0) (d s : n → ℝ) :
    response H z d s =
      ∑ k, (((d ⬝ᵥ Uᵀ k) * (Uᵀ k ⬝ᵥ s) : ℝ) : ℂ) / ((ε k : ℂ) - z) := by
  let f := Complex.ofRealHom.mapMatrix (m := n)
  have hdiag : f (diagonal ε) = diagonal (fun k => (ε k : ℂ)) := by
    refine Matrix.ext fun i j => ?_
    by_cases h : i = j
    · subst h
      simp [f]
    · simp [f, h]
  have h1 : f H * f U = f U * diagonal (fun k => (ε k : ℂ)) := by
    rw [← map_mul, hU.1, map_mul, hdiag]
  have h2 : f U * f Uᵀ = 1 := by rw [← map_mul, hU.2, map_one]
  have key : (f H - z • (1 : Matrix n n ℂ)) * f U
      = f U * diagonal (fun k => (ε k : ℂ) - z) := by
    rw [sub_mul, h1, Matrix.smul_mul, one_mul]
    refine Matrix.ext fun i j => ?_
    simp only [Matrix.sub_apply, Matrix.smul_apply, mul_diagonal, smul_eq_mul]
    ring
  have hD : diagonal (fun k => (ε k : ℂ) - z) * diagonal (fun k => ((ε k : ℂ) - z)⁻¹)
      = 1 := by
    rw [diagonal_mul_diagonal, ← diagonal_one]
    congr 1
    funext k
    exact mul_inv_cancel₀ (hz k)
  -- the resolvent is diagonal in the exciton basis
  have hinv : (f H - z • (1 : Matrix n n ℂ))⁻¹
      = f U * (diagonal (fun k => ((ε k : ℂ) - z)⁻¹) * f Uᵀ) := by
    apply Matrix.inv_eq_right_inv
    rw [← mul_assoc, key, mul_assoc, ← mul_assoc (diagonal _) (diagonal _), hD, one_mul, h2]
  change _ ⬝ᵥ ((f H - z • (1 : Matrix n n ℂ))⁻¹ *ᵥ _) = _
  rw [hinv, ← mulVec_mulVec, ← mulVec_mulVec, dotProduct_mulVec]
  refine Finset.sum_congr rfl fun k _ => ?_
  have ha : ((fun i => (d i : ℂ)) ᵥ* f U) k = ((d ⬝ᵥ Uᵀ k : ℝ) : ℂ) := by
    simp [f, vecMul, dotProduct]
  have hb : (f Uᵀ *ᵥ fun i => (s i : ℂ)) k = ((Uᵀ k ⬝ᵥ s : ℝ) : ℂ) := by
    simp [f, mulVec, dotProduct]
  rw [mulVec_diagonal, ha, hb, Complex.ofReal_mul]
  ring

/-- At broadening `g > 0` the imaginary part of the response is a sum of Lorentzians
centred at the exciton energies. -/
theorem lorentzian_sum {H U : Matrix n n ℝ} {ε : n → ℝ} (hU : IsExcitonBasis H U ε)
    (ω : ℝ) {g : ℝ} (hg : 0 < g) (d s : n → ℝ) :
    (response H (ω + g * Complex.I) d s).im =
      ∑ k, ((d ⬝ᵥ Uᵀ k) * (Uᵀ k ⬝ᵥ s)) * g / ((ε k - ω) ^ 2 + g ^ 2) := by
  rw [elliott_formula hU _ ?_ d s, Complex.im_sum]
  · refine Finset.sum_congr rfl fun k _ => ?_
    have hn : Complex.normSq ((ε k : ℂ) - (ω + g * Complex.I)) = (ε k - ω) ^ 2 + g ^ 2 := by
      rw [Complex.normSq_apply]
      simp only [Complex.ofReal_re, Complex.ofReal_im, Complex.sub_re, Complex.sub_im,
        Complex.add_re, Complex.add_im, Complex.mul_re, Complex.mul_im, Complex.I_re,
        Complex.I_im]
      ring
    rw [Complex.div_im, hn]
    simp only [Complex.ofReal_re, Complex.ofReal_im, Complex.sub_re, Complex.sub_im,
      Complex.add_re, Complex.add_im, Complex.mul_re, Complex.mul_im, Complex.I_re,
      Complex.I_im]
    ring
  · intro k h
    have h' := congrArg Complex.im h
    simp at h'
    linarith

/-- As the broadening vanishes, a Lorentzian scaled by its half-width `g` tends to its weight on
resonance and to zero off resonance. -/
theorem lorentzian_limit (e ω a : ℝ) :
    Tendsto (fun g : ℝ => g * (a * g / ((e - ω) ^ 2 + g ^ 2))) (𝓝[>] 0)
      (𝓝 (if e = ω then a else 0)) := by
  by_cases h : e = ω
  · rw [if_pos h]
    refine Tendsto.congr' ?_ tendsto_const_nhds
    filter_upwards [self_mem_nhdsWithin] with g hg
    have hg0 : g ≠ 0 := ne_of_gt hg
    rw [h, sub_self, zero_pow two_ne_zero, zero_add]
    field_simp
  · rw [if_neg h]
    have hne : (e - ω) ^ 2 + (0 : ℝ) ^ 2 ≠ 0 := by
      have := pow_ne_zero 2 (sub_ne_zero.2 h)
      simpa using this
    have hc : ContinuousAt (fun g : ℝ => g * (a * g / ((e - ω) ^ 2 + g ^ 2))) 0 :=
      ContinuousAt.mul continuousAt_id
        (ContinuousAt.div (by fun_prop) (by fun_prop) hne)
    have ht := hc.tendsto
    simp only [zero_mul] at ht
    exact ht.mono_left nhdsWithin_le_nhds

/-- The scaled signal at photon energy `ω` tends to the summed weights of the exciton states whose
energy is `ω`. -/
theorem resonant_weight {H U : Matrix n n ℝ} {ε : n → ℝ} (hU : IsExcitonBasis H U ε)
    (ω : ℝ) (d s : n → ℝ) :
    Tendsto (fun g : ℝ => g * (response H (ω + g * Complex.I) d s).im) (𝓝[>] 0)
      (𝓝 (∑ k, if ε k = ω then (d ⬝ᵥ Uᵀ k) * (Uᵀ k ⬝ᵥ s) else 0)) := by
  refine Tendsto.congr' ?_ (tendsto_finsetSum Finset.univ fun k _ =>
    lorentzian_limit (ε k) ω ((d ⬝ᵥ Uᵀ k) * (Uᵀ k ⬝ᵥ s)))
  filter_upwards [self_mem_nhdsWithin] with g hg
  rw [lorentzian_sum hU ω hg, Finset.mul_sum]

/-- At a simple exciton energy `E` the scaled signal tends to the dipole overlap times the
source overlap of the exciton state. -/
theorem simple_resonance {H : Matrix n n ℝ} (hH : H.IsSymm) {E : ℝ} {φ : n → ℝ}
    (hφ : IsSimpleMode H E φ) (d s : n → ℝ) :
    Tendsto (fun g : ℝ => g * (response H (E + g * Complex.I) d s).im) (𝓝[>] 0)
      (𝓝 ((d ⬝ᵥ φ) * (φ ⬝ᵥ s))) := by
  obtain ⟨U, ε, hU⟩ := exists_excitonBasis H hH
  obtain ⟨h1, h2, h3⟩ := hφ
  have hcol : ∀ k, H *ᵥ Uᵀ k = ε k • Uᵀ k := fun k => by
    funext i
    have h := congrFun (congrFun hU.1 i) k
    rw [mul_diagonal] at h
    exact h.trans (mul_comm _ _)
  -- Parseval for the unit vector φ
  have hpars : ∑ k, (Uᵀ k ⬝ᵥ φ) * (Uᵀ k ⬝ᵥ φ) = 1 := by
    change (Uᵀ *ᵥ φ) ⬝ᵥ (Uᵀ *ᵥ φ) = 1
    rw [dotProduct_mulVec, vecMul_transpose, mulVec_mulVec, hU.2, one_mulVec, h2]
  have hsum : (∑ k, if ε k = E then (d ⬝ᵥ Uᵀ k) * (Uᵀ k ⬝ᵥ s) else 0)
      = (d ⬝ᵥ φ) * (φ ⬝ᵥ s) := by
    rw [← one_mul ((d ⬝ᵥ φ) * (φ ⬝ᵥ s)), ← hpars, Finset.sum_mul]
    refine Finset.sum_congr rfl fun k _ => ?_
    by_cases h : ε k = E
    · obtain ⟨c, hc⟩ := h3 (Uᵀ k) (by rw [hcol k, h])
      rw [if_pos h, hc]
      simp only [dotProduct_smul, smul_dotProduct, smul_eq_mul, h2]
      ring
    · -- eigenvectors at different energies are orthogonal
      have e1 : Uᵀ k ⬝ᵥ (H *ᵥ φ) = (H *ᵥ Uᵀ k) ⬝ᵥ φ := by
        rw [dotProduct_mulVec, ← mulVec_transpose, hH.eq]
      rw [h1, hcol k, dotProduct_smul, smul_dotProduct, smul_eq_mul, smul_eq_mul] at e1
      have e2 : (ε k - E) * (Uᵀ k ⬝ᵥ φ) = 0 := by linarith
      rw [if_neg h, (mul_eq_zero.1 e2).resolve_left (sub_ne_zero.2 h)]
      ring
  rw [← hsum]
  exact resonant_weight hU E d s

omit [DecidableEq n] in
/-- A nonzero vector with nonnegative entries has positive overlap with a vector of positive
entries. -/
theorem overlap_pos {v φ : n → ℝ} (hv : ∀ i, 0 ≤ v i) (hv0 : v ≠ 0) (hφ : ∀ i, 0 < φ i) :
    0 < v ⬝ᵥ φ := by
  obtain ⟨k, hk⟩ := Function.ne_iff.1 hv0
  exact Finset.sum_pos' (fun i _ => mul_nonneg (hv i) (hφ i).le)
    ⟨k, Finset.mem_univ k, mul_pos (lt_of_le_of_ne (hv k) (Ne.symm hk)) (hφ k)⟩

/-- Plasma luminescence: for symmetric `H`, a nonzero dipole vector with nonnegative entries, and a
source `fe k * fh k` from nonnegative electron and hole occupations that overlap somewhere, the
scaled signal at a simple exciton energy with positive eigenvector tends to a strictly positive
weight. -/
theorem plasma_luminescence {H : Matrix n n ℝ} (hH : H.IsSymm) {E : ℝ} {φ : n → ℝ}
    (hφ : IsSimpleMode H E φ) (hpos : ∀ i, 0 < φ i) {d fe fh : n → ℝ}
    (hd : ∀ i, 0 ≤ d i) (hd0 : d ≠ 0) (he : ∀ i, 0 ≤ fe i) (hh : ∀ i, 0 ≤ fh i)
    (hov : ∃ k, fe k * fh k ≠ 0) :
    Tendsto (fun g : ℝ => g * (response H (E + g * Complex.I) d (fun k => fe k * fh k)).im)
      (𝓝[>] 0) (𝓝 ((d ⬝ᵥ φ) * (φ ⬝ᵥ fun k => fe k * fh k))) ∧
    0 < (d ⬝ᵥ φ) * (φ ⬝ᵥ fun k => fe k * fh k) := by
  refine ⟨simple_resonance hH hφ d _, mul_pos (overlap_pos hd hd0 hpos) ?_⟩
  rw [dotProduct_comm]
  exact overlap_pos (fun i => mul_nonneg (he i) (hh i)) (Function.ne_iff.2 hov) hpos

/-- At a photon energy that is not an eigenvalue of `H`, the scaled signal tends to zero. -/
theorem off_resonance {H : Matrix n n ℝ} (hH : H.IsSymm) {ω : ℝ}
    (hω : ∀ v, H *ᵥ v = ω • v → v = 0) (d s : n → ℝ) :
    Tendsto (fun g : ℝ => g * (response H (ω + g * Complex.I) d s).im) (𝓝[>] 0) (𝓝 0) := by
  obtain ⟨U, ε, hU⟩ := exists_excitonBasis H hH
  have h := resonant_weight hU ω d s
  rwa [Finset.sum_eq_zero] at h
  intro k _
  split_ifs with hk
  · -- a state at ω would be a zero vector, so its weight vanishes
    have hz : Uᵀ k = 0 := hω _ (by
      funext i
      have h' := congrFun (congrFun hU.1 i) k
      rw [mul_diagonal, hk] at h'
      exact h'.trans (mul_comm _ _))
    rw [hz, dotProduct_zero, zero_mul]
  · rfl

/-- The symmetric matrix with rows `(-9, -12)` and `(-12, -16)` has the simple mode
`(3/5, 4/5)` at energy `-25`. -/
theorem simpleMode_witness :
    (!![-9, -12; -12, -16] : Matrix (Fin 2) (Fin 2) ℝ).IsSymm ∧
    IsSimpleMode !![-9, -12; -12, -16] (-25) ![3 / 5, 4 / 5] := by
  refine ⟨?_, ?_, ?_, ?_⟩
  · refine Matrix.ext fun i j => ?_
    fin_cases i <;> fin_cases j <;> simp
  · funext i
    fin_cases i <;> norm_num [mulVec, dotProduct, Fin.sum_univ_succ]
  · norm_num [dotProduct, Fin.sum_univ_succ]
  · intro v hv
    have h0 := congrFun hv 0
    simp [mulVec, dotProduct, Fin.sum_univ_succ] at h0
    refine ⟨v 0 * (5 / 3), ?_⟩
    funext i
    fin_cases i
    · simp
      ring
    · simp
      linarith

end

end ElliottLuminescence
```

```lean
#print axioms ElliottLuminescence.plasma_luminescence
-- 'ElliottLuminescence.plasma_luminescence' depends on axioms: [propext, Classical.choice, Quot.sound]
#print axioms ElliottLuminescence.off_resonance
-- 'ElliottLuminescence.off_resonance' depends on axioms: [propext, Classical.choice, Quot.sound]
```

## How the proof follows the calculation

`exists_excitonBasis` takes the eigenvectors from Mathlib's spectral theorem for Hermitian matrices; over the reals, symmetric and Hermitian coincide.

`elliott_formula` carries out the diagonalisation. Its step `key` is $(H-z)U=U\operatorname{diag}(\varepsilon_k-z)$, and `hD` inverts the diagonal factor using `hz`, the condition that $z$ avoids every exciton energy. `hinv` then verifies the proposed inverse by multiplication. The remaining lines identify the two overlaps in each term.

`lorentzian_sum` takes imaginary parts. It meets the condition `hz` because $\varepsilon_k-\omega-ig$ has imaginary part $-g\neq0$. `lorentzian_limit` treats the two cases separately: on resonance the scaled function is constant for $g>0$, and off resonance it is continuous at $g=0$ with value zero. `resonant_weight` adds these limits over the finite set of states.

In `simple_resonance`, `hcol` reads the eigenvalue equation off each column of $U$, and `hpars` is the Parseval identity for $\varphi$. The step `hsum` multiplies the desired answer by that sum of squares and compares it term by term with the resonant weights. On resonance it uses simplicity; off resonance, `e1` and `e2` give the orthogonality found above from the symmetry of $H$.

`overlap_pos` finds a nonzero entry of the nonnegative vector and concludes that the whole sum is positive. `plasma_luminescence` applies it to the dipole and to the source, and joins the result to the limit.

`off_resonance` starts again from `resonant_weight`. Any column with energy $\omega$ would be an eigenvector there, so the hypothesis forces it to vanish, and its weight with it.

Finally, `simpleMode_witness` checks a two-state example with attractive coupling $-12$. The matrix is $-25\,\varphi\varphi^{T}$ with $\varphi=(3/5,4/5)$, a simple mode whose entries are both positive. The first row of the eigenvalue equation already fixes the ratio of the two components, which is how the proof obtains simplicity.
